# Three numbers are the angles of a non-degenerate unit cell exactly when they sum to less than \(2\pi\) and each is below the sum of the other two

Real numbers \(\alpha,\beta,\gamma\) are the pairwise angles \(\alpha=\angle(\mathbf b,\mathbf c)\), \(\beta=\angle(\mathbf a,\mathbf c)\), \(\gamma=\angle(\mathbf a,\mathbf b)\) of three linearly independent vectors \(\mathbf a,\mathbf b,\mathbf c\) in Euclidean 3-space if and only if
\[ \alpha+\beta+\gamma<2\pi,\qquad \alpha<\beta+\gamma,\qquad \beta<\alpha+\gamma,\qquad \gamma<\alpha+\beta . \]
Such triples are called admissible. In a periodic electronic-structure calculation or a simulation with a triclinic box, these inequalities decide whether six cell parameters, three positive edge lengths and three angles, describe a cell of nonzero volume, as a matter of three-dimensional geometry alone, with no atoms or symmetry in the model.

## The cell, its volume and its angles

Vectors live in `E3`, real 3-space with the usual scalar product and components numbered 0, 1, 2. Mathlib's `angle x y` is the unoriented angle \(\arccos\big(\mathbf x\cdot\mathbf y/(|\mathbf x||\mathbf y|)\big)\) of vectors \(\mathbf x,\mathbf y\), in radians and in \([0,\pi]\).

```lean
import Mathlib

open Real InnerProductGeometry Matrix

namespace TriclinicCellAngles

noncomputable section

local notation "E3" => EuclideanSpace ℝ (Fin 3)
```

The matrix \(M\) has the edges as rows, and \(V=\det M\) is the signed cell volume.

```lean
/-- The matrix whose rows are the Cartesian components of the cell edges `a`, `b`, `c`. -/
def cellMatrix (a b c : E3) : Matrix (Fin 3) (Fin 3) ℝ := Matrix.of fun i j => ![a, b, c] i j

/-- The signed volume of the cell spanned by `a`, `b`, `c`. -/
def cellVolume (a b c : E3) : ℝ := (cellMatrix a b c).det
```

The angular factor is \(G=1-\cos^2\alpha-\cos^2\beta-\cos^2\gamma+2\cos\alpha\cos\beta\cos\gamma\), and `Admissible` is the four inequalities.

```lean
/-- The angular factor `1 - cos²α - cos²β - cos²γ + 2 cos α cos β cos γ`. -/
def angleGram (α β γ : ℝ) : ℝ :=
  1 - cos α ^ 2 - cos β ^ 2 - cos γ ^ 2 + 2 * cos α * cos β * cos γ

/-- The angles sum to less than `2π` and each is smaller than the sum of the other two. -/
def Admissible (α β γ : ℝ) : Prop :=
  α + β + γ < 2 * π ∧ α < β + γ ∧ β < α + γ ∧ γ < α + β
```

For lengths \(p,q,r>0\) and admissible angles, the Cartesian setting called standard here, one of several in use, puts \(\mathbf a=(p,0,0)\), \(\mathbf b=q(\cos\gamma,\sin\gamma,0)\) and \(\mathbf c=r(\cos\beta,u,w)\), with
\[ u=\frac{\cos\alpha-\cos\beta\cos\gamma}{\sin\gamma},\qquad w=\frac{\sqrt G}{\sin\gamma}. \]

```lean
/-- Edge `a` in the standard Cartesian setting: length `p` along the x axis. -/
def cellA (p : ℝ) : E3 := !₂[p, 0, 0]

/-- Edge `b` in the standard Cartesian setting: in the xy plane, at polar angle `γ`. -/
def cellB (q γ : ℝ) : E3 := !₂[q * cos γ, q * sin γ, 0]

/-- Edge `c` in the standard Cartesian setting of a cell with angles `α`, `β`, `γ`. -/
def cellC (r α β γ : ℝ) : E3 :=
  !₂[r * cos β, r * ((cos α - cos β * cos γ) / sin γ),
    r * (Real.sqrt (angleGram α β γ) / sin γ)]
```

## (a) Order reversal by the cosine

*Show that for \(x,y\in[0,\pi]\), \(\cos x<\cos y\) holds exactly when \(y<x\).*

The cosine decreases strictly on \([0,\pi]\), so \(y<x\) gives \(\cos x<\cos y\). If instead \(x\le y\), then \(\cos y\le\cos x\), which excludes the strict inequality. The two branches of the Lean proof are these two cases.

```lean
/-- On `[0, π]` the cosine reverses strict order. -/
theorem cos_lt_cos_iff {x y : ℝ} (hx0 : 0 ≤ x) (hx : x ≤ π) (hy0 : 0 ≤ y) (hy : y ≤ π) :
    cos x < cos y ↔ y < x := by
  constructor
  · intro h
    by_contra hn
    have := Real.cos_le_cos_of_nonneg_of_le_pi hx0 hy (not_lt.mp hn)
    linarith
  · exact fun h => Real.cos_lt_cos_of_nonneg_of_le_pi hy0 hx h
```

## (b) The sign of the angular factor

*For \(\alpha,\beta,\gamma\in[0,\pi]\), show that \(G>0\) if and only if the triple is admissible.*

Put \(A=\cos\alpha\cos\beta\) and \(S=\sin\alpha\sin\beta\), so that \(\cos(\alpha\mp\beta)=A\pm S\). Then
\[ \big(\cos(\alpha-\beta)-\cos\gamma\big)\big(\cos\gamma-\cos(\alpha+\beta)\big)=S^2-(\cos\gamma-A)^2 , \]
and \(S^2=(1-\cos^2\alpha)(1-\cos^2\beta)\) turns the right side into \(G\) (`hf`). The two factors add up to \(2S\ge0\) (the content of `hsum`), so they are never both negative, and \(G>0\) means that both are positive.

By (a), the first factor is positive iff \(|\alpha-\beta|<\gamma\), that is \(\alpha<\beta+\gamma\) and \(\beta<\alpha+\gamma\) (`h1`). The second needs two cases (`h2`). If \(\alpha+\beta\le\pi\), it is positive iff \(\gamma<\alpha+\beta\), and then \(\alpha+\beta+\gamma<2(\alpha+\beta)\le2\pi\). If \(\alpha+\beta>\pi\), use \(\cos(\alpha+\beta)=\cos(2\pi-\alpha-\beta)\): it is positive iff \(\gamma<2\pi-\alpha-\beta\), while \(\gamma\le\pi<\alpha+\beta\) holds anyway.

```lean
/-- For angles in `[0, π]` the angular factor is positive exactly for admissible triples. -/
theorem angleGram_pos_iff {α β γ : ℝ} (ha0 : 0 ≤ α) (ha : α ≤ π) (hb0 : 0 ≤ β) (hb : β ≤ π)
    (hc0 : 0 ≤ γ) (hc : γ ≤ π) : 0 < angleGram α β γ ↔ Admissible α β γ := by
  -- factorisation into two differences of cosines
  have hf : angleGram α β γ = (cos (α - β) - cos γ) * (cos γ - cos (α + β)) := by
    rw [Real.cos_sub, Real.cos_add, angleGram]
    have h1 := Real.sin_sq_add_cos_sq α
    have h2 := Real.sin_sq_add_cos_sq β
    linear_combination (-(sin β ^ 2)) * h1 - (1 - cos α ^ 2) * h2
  have hsum : cos (α + β) ≤ cos (α - β) := by
    rw [Real.cos_sub, Real.cos_add]
    have := mul_nonneg (Real.sin_nonneg_of_nonneg_of_le_pi ha0 ha)
      (Real.sin_nonneg_of_nonneg_of_le_pi hb0 hb)
    linarith
  have h1 : cos γ < cos (α - β) ↔ α < β + γ ∧ β < α + γ := by
    rw [← Real.cos_abs (α - β), cos_lt_cos_iff hc0 hc (abs_nonneg _)
      (abs_le.mpr ⟨by linarith, by linarith⟩), abs_lt]
    constructor <;> rintro ⟨h, h'⟩ <;> constructor <;> linarith
  have h2 : cos (α + β) < cos γ ↔ γ < α + β ∧ α + β + γ < 2 * π := by
    rcases le_or_gt (α + β) π with h | h
    · rw [cos_lt_cos_iff (by linarith) h hc0 hc]
      exact ⟨fun h' => ⟨h', by linarith⟩, fun h' => h'.1⟩
    · rw [← Real.cos_two_pi_sub (α + β), cos_lt_cos_iff (by linarith) (by linarith) hc0 hc]
      exact ⟨fun h' => ⟨by linarith, by linarith⟩, fun h' => by linarith [h'.2]⟩
  rw [hf]
  constructor
  · intro h
    -- the two factors cannot both be negative
    rcases mul_pos_iff.mp h with ⟨hp, hq⟩ | ⟨hp, hq⟩
    · have h3 := h1.mp (by linarith)
      have h4 := h2.mp (by linarith)
      exact ⟨h4.2, h3.1, h3.2, h4.1⟩
    · exfalso
      linarith
  · rintro ⟨k1, k2, k3, k4⟩
    exact mul_pos (sub_pos.mpr (h1.mpr ⟨k2, k3⟩)) (sub_pos.mpr (h2.mpr ⟨k4, k1⟩))
```

## (c) The scalar product in components

*Show that \(\mathbf x\cdot\mathbf y=x_0y_0+x_1y_1+x_2y_2\).*

This is the definition of the scalar product on `E3`, with the sum over the three indices written out.

```lean
/-- The scalar product in Cartesian components. -/
theorem inner_coords (x y : E3) : inner ℝ x y = x 0 * y 0 + x 1 * y 1 + x 2 * y 2 := by
  simp only [PiLp.inner_apply, Fin.sum_univ_three, RCLike.inner_apply, conj_trivial]
  ring
```

## (d) Volume from lengths and angles

*Show that \(V^2=(|\mathbf a||\mathbf b||\mathbf c|)^2\,G\) for any three vectors, with \(G\) evaluated at their angles.*

One has \(V^2=\det(MM^{T})\), and \(MM^{T}\) is the metric tensor, the matrix of scalar products of the edges. Its determinant is
\[ |\mathbf a|^2|\mathbf b|^2|\mathbf c|^2+2(\mathbf a\cdot\mathbf b)(\mathbf a\cdot\mathbf c)(\mathbf b\cdot\mathbf c)-|\mathbf a|^2(\mathbf b\cdot\mathbf c)^2-|\mathbf b|^2(\mathbf a\cdot\mathbf c)^2-|\mathbf c|^2(\mathbf a\cdot\mathbf b)^2 . \]
Substituting \(\mathbf a\cdot\mathbf b=|\mathbf a||\mathbf b|\cos\gamma\) and its two analogues gives every term the factor \((|\mathbf a||\mathbf b||\mathbf c|)^2\) and leaves \(G\). Lean does not form \(MM^T\): it expands \(V\) in components (`hv`) and checks the displayed expression as a polynomial identity (`h`). Mathlib assigns the angle \(\pi/2\) when a vector is zero, which is harmless here because both sides then vanish.

```lean
/-- The squared cell volume is the squared product of the edge lengths times the angular
factor of the three cell angles. -/
theorem cellVolume_sq (a b c : E3) : cellVolume a b c ^ 2 =
    (‖a‖ * ‖b‖ * ‖c‖) ^ 2 * angleGram (angle b c) (angle a c) (angle a b) := by
  have hv : cellVolume a b c = a 0 * b 1 * c 2 - a 0 * b 2 * c 1 - a 1 * b 0 * c 2
      + a 1 * b 2 * c 0 + a 2 * b 0 * c 1 - a 2 * b 1 * c 0 := by
    simp [cellVolume, cellMatrix, Matrix.det_fin_three]
  -- determinant of the metric tensor
  have h : cellVolume a b c ^ 2 = inner ℝ a a * inner ℝ b b * inner ℝ c c
      + 2 * inner ℝ a b * inner ℝ a c * inner ℝ b c - inner ℝ a a * inner ℝ b c ^ 2
      - inner ℝ b b * inner ℝ a c ^ 2 - inner ℝ c c * inner ℝ a b ^ 2 := by
    simp only [inner_coords, hv]
    ring
  rw [h, real_inner_self_eq_norm_sq a, real_inner_self_eq_norm_sq b,
    real_inner_self_eq_norm_sq c, ← cos_angle_mul_norm_mul_norm a b,
    ← cos_angle_mul_norm_mul_norm a c, ← cos_angle_mul_norm_mul_norm b c, angleGram]
  ring
```

## (e) Independence and nonzero volume

*Show that \(\mathbf a,\mathbf b,\mathbf c\) are linearly independent iff \(V\neq0\).*

For a row vector \(g=(g_0,g_1,g_2)\), the combination \(g_0\mathbf a+g_1\mathbf b+g_2\mathbf c\) has the same components as \(gM\) (`key`, where \(gM\) is `g ᵥ* cellMatrix a b c`). Dependence therefore means that \(gM=0\) has a solution \(g\neq0\), which happens exactly when \(\det M=0\), by `Matrix.exists_vecMul_eq_zero_iff`.

```lean
/-- Three edges are linearly independent exactly when the cell volume is nonzero. -/
theorem linearIndependent_iff_cellVolume (a b c : E3) :
    LinearIndependent ℝ ![a, b, c] ↔ cellVolume a b c ≠ 0 := by
  have key : ∀ g : Fin 3 → ℝ,
      (∑ i, g i • ![a, b, c] i = 0) ↔ g ᵥ* cellMatrix a b c = 0 := by
    intro g
    have e : ∀ j, (∑ i, g i • ![a, b, c] i : E3) j = (g ᵥ* cellMatrix a b c) j := by
      intro j
      simp [cellMatrix, Matrix.vecMul, dotProduct, Fin.sum_univ_three]
    constructor
    · intro h
      funext j
      rw [← e j, h]
      rfl
    · intro h
      ext j
      rw [e j, h]
      rfl
  rw [Fintype.linearIndependent_iff, cellVolume, Ne, ← Matrix.exists_vecMul_eq_zero_iff]
  constructor
  · rintro h ⟨v, hv, h0⟩
    exact hv (funext (h v ((key v).mpr h0)))
  · intro h g hg i
    by_contra hi
    exact h ⟨g, fun h0 => hi (congrFun h0 i), (key g).mp hg⟩
```

## (f) The inequalities are necessary

*Show that the angles of three linearly independent vectors are admissible.*

By (e), \(V^2>0\). If \(G\le0\), then (d) would give \(V^2\le0\), the contradiction that `nlinarith` finds. So \(G>0\), and (b) applies because the angles lie in \([0,\pi]\).

```lean
/-- The pairwise angles of three linearly independent vectors are admissible. -/
theorem admissible_of_linearIndependent {a b c : E3} (h : LinearIndependent ℝ ![a, b, c]) :
    Admissible (angle b c) (angle a c) (angle a b) := by
  rw [← angleGram_pos_iff (angle_nonneg _ _) (angle_le_pi _ _) (angle_nonneg _ _)
    (angle_le_pi _ _) (angle_nonneg _ _) (angle_le_pi _ _)]
  have hv : 0 < cellVolume a b c ^ 2 := by
    have := (linearIndependent_iff_cellVolume a b c).mp h
    positivity
  rw [cellVolume_sq] at hv
  by_contra hn
  nlinarith [mul_nonneg (sq_nonneg (‖a‖ * ‖b‖ * ‖c‖)) (neg_nonneg.mpr (not_lt.mp hn))]
```

## (g) An angle from a scalar product

*Let \(|\mathbf x|=p>0\), \(|\mathbf y|=q>0\) and \(\mathbf x\cdot\mathbf y=pq\cos\theta\) with \(\theta\in[0,\pi]\). Show that \(\angle(\mathbf x,\mathbf y)=\theta\).*

The angle is \(\arccos\big(pq\cos\theta/(pq)\big)=\arccos(\cos\theta)=\theta\), where the last step uses \(\theta\in[0,\pi]\).

```lean
/-- Vectors of positive lengths `p`, `q` with scalar product `p q cos θ`, `θ ∈ [0, π]`,
make the angle `θ`. -/
theorem angle_eq_of_inner {x y : E3} {p q θ : ℝ} (hp : 0 < p) (hq : 0 < q) (hx : ‖x‖ = p)
    (hy : ‖y‖ = q) (h : inner ℝ x y = p * q * cos θ) (h0 : 0 ≤ θ) (h1 : θ ≤ π) :
    angle x y = θ := by
  have e : p * q * cos θ / (p * q) = cos θ := by field_simp
  unfold InnerProductGeometry.angle
  rw [h, hx, hy, e, Real.arccos_cos h0 h1]
```

## (h) The standard setting realises every admissible triple

*For \(p,q,r>0\) and admissible angles, show that the standard edges are independent, have lengths \(p,q,r\), and make the angles \(\alpha,\beta,\gamma\).*

Adding \(\beta<\alpha+\gamma\) and \(\gamma<\alpha+\beta\) gives \(\alpha>0\). Adding \(\alpha<\beta+\gamma\) and \(\alpha+\beta+\gamma<2\pi\) gives \(\alpha<\pi\). The same holds for \(\beta\) and \(\gamma\), so \(\sin\gamma>0\), and \(G>0\) by (b).

The lengths \(|\mathbf a|=p\) and \(|\mathbf b|=q\) are immediate. For \(\mathbf c\),
\[ \sin^2\gamma\,(\cos^2\beta+u^2+w^2)=\sin^2\gamma\cos^2\beta+(\cos\alpha-\cos\beta\cos\gamma)^2+G=1-\cos^2\gamma , \]
and cancelling \(\sin^2\gamma\) shows that \((\cos\beta,u,w)\) is a unit vector (`hunit`). The scalar products are \(\mathbf a\cdot\mathbf b=pq\cos\gamma\), \(\mathbf a\cdot\mathbf c=pr\cos\beta\) and
\[ \mathbf b\cdot\mathbf c=qr(\cos\gamma\cos\beta+u\sin\gamma)=qr\cos\alpha , \]
so (g) yields the angles (`e1`, `e2`, `e3`). Finally (d) gives \(V^2=(pqr)^2G>0\), and (e) gives independence; Lean assumes \(V=0\) and contradicts this positivity.

```lean
/-- For admissible angles and positive lengths, the standard Cartesian setting gives linearly
independent edges with exactly these lengths and angles. -/
theorem standard_cell {p q r α β γ : ℝ} (hp : 0 < p) (hq : 0 < q) (hr : 0 < r)
    (h : Admissible α β γ) :
    LinearIndependent ℝ ![cellA p, cellB q γ, cellC r α β γ] ∧
    (‖cellA p‖ = p ∧ ‖cellB q γ‖ = q ∧ ‖cellC r α β γ‖ = r) ∧
    angle (cellB q γ) (cellC r α β γ) = α ∧ angle (cellA p) (cellC r α β γ) = β ∧
    angle (cellA p) (cellB q γ) = γ := by
  obtain ⟨k1, k2, k3, k4⟩ := id h
  -- the four inequalities force every angle into (0, π)
  have ha0 : 0 ≤ α := by linarith
  have ha : α ≤ π := by linarith
  have hb0 : 0 ≤ β := by linarith
  have hb : β ≤ π := by linarith
  have hc0 : 0 < γ := by linarith
  have hc : γ < π := by linarith
  have hG := (angleGram_pos_iff ha0 ha hb0 hb hc0.le hc.le).mpr h
  have hs : sin γ ≠ 0 := (Real.sin_pos_of_pos_of_lt_pi hc0 hc).ne'
  have hsc := Real.sin_sq_add_cos_sq γ
  have hin : ∀ x y z u v w : ℝ,
      inner ℝ (!₂[x, y, z] : E3) !₂[u, v, w] = x * u + y * v + z * w :=
    fun x y z u v w => inner_coords _ _
  have hn : ∀ (x : E3) (t : ℝ), 0 < t → inner ℝ x x = t ^ 2 → ‖x‖ = t := by
    intro x t ht hx
    rw [real_inner_self_eq_norm_sq] at hx
    exact (sq_eq_sq₀ (norm_nonneg _) ht.le).mp hx
  have hu : sin γ * ((cos α - cos β * cos γ) / sin γ) = cos α - cos β * cos γ := by
    field_simp
  have hw : sin γ * (Real.sqrt (angleGram α β γ) / sin γ) = Real.sqrt (angleGram α β γ) := by
    field_simp
  have hρ : Real.sqrt (angleGram α β γ) ^ 2 =
      1 - cos α ^ 2 - cos β ^ 2 - cos γ ^ 2 + 2 * cos α * cos β * cos γ := Real.sq_sqrt hG.le
  -- the direction of `c` is a unit vector
  have hunit : ∀ u w ρ : ℝ, sin γ * u = cos α - cos β * cos γ → sin γ * w = ρ →
      ρ ^ 2 = 1 - cos α ^ 2 - cos β ^ 2 - cos γ ^ 2 + 2 * cos α * cos β * cos γ →
      cos β ^ 2 + u ^ 2 + w ^ 2 = 1 := by
    intro u w ρ e1 e2 e3
    apply mul_left_cancel₀ (pow_ne_zero 2 hs)
    linear_combination (sin γ * u + (cos α - cos β * cos γ)) * e1 + (sin γ * w + ρ) * e2
      + e3 + (cos β ^ 2 - 1) * hsc
  have hA : ‖cellA p‖ = p := hn _ _ hp ((hin _ _ _ _ _ _).trans (by ring))
  have hB : ‖cellB q γ‖ = q :=
    hn _ _ hq ((hin _ _ _ _ _ _).trans (by linear_combination q ^ 2 * hsc))
  have hC : ‖cellC r α β γ‖ = r := hn _ _ hr ((hin _ _ _ _ _ _).trans
    (by linear_combination r ^ 2 * hunit _ _ _ hu hw hρ))
  have e1 := angle_eq_of_inner hq hr hB hC
    ((hin _ _ _ _ _ _).trans (by linear_combination q * r * hu)) ha0 ha
  have e2 := angle_eq_of_inner hp hr hA hC ((hin _ _ _ _ _ _).trans (by ring)) hb0 hb
  have e3 := angle_eq_of_inner hp hq hA hB ((hin _ _ _ _ _ _).trans (by ring)) hc0.le hc.le
  refine ⟨(linearIndependent_iff_cellVolume _ _ _).mpr fun h0 => ?_, ⟨hA, hB, hC⟩, e1, e2, e3⟩
  have hv := cellVolume_sq (cellA p) (cellB q γ) (cellC r α β γ)
  rw [h0, e1, e2, e3, hA, hB, hC] at hv
  have : 0 < (p * q * r) ^ 2 * angleGram α β γ := by positivity
  linarith
```

## (i) The admissible cell angles

*Show that, for all real \(\alpha,\beta,\gamma\), independent vectors with these pairwise angles exist iff the triple is admissible.*

One direction is (f), and the other is (h) with \(p=q=r=1\). The theorem carries no hypothesis on the range of the angles: on the left they are values of `angle`, and on the right the inequalities confine them to \((0,\pi)\). It concerns existence only. It does not say that lengths and angles fix the cell up to rotation and reflection, it does not fix the handedness, and it does not ask that the cell be a reduced one. "Triclinic" here means unconstrained angles, so cells of higher symmetry are included.

```lean
/-- Real numbers `α`, `β`, `γ` are the pairwise angles of three linearly independent vectors
of 3-space iff their sum is below `2π` and each is below the sum of the other two. -/
theorem cell_angles_iff (α β γ : ℝ) :
    (∃ a b c : E3, LinearIndependent ℝ ![a, b, c] ∧
      angle b c = α ∧ angle a c = β ∧ angle a b = γ) ↔ Admissible α β γ := by
  constructor
  · rintro ⟨a, b, c, h, rfl, rfl, rfl⟩
    exact admissible_of_linearIndependent h
  · intro h
    obtain ⟨h1, -, h2⟩ := standard_cell one_pos one_pos one_pos h
    exact ⟨_, _, _, h1, h2⟩
```

## (j) Three equal angles

*Show that three independent vectors can make the same angle \(\alpha\) pairwise iff \(0<\alpha<2\pi/3\).*

With \(\beta=\gamma=\alpha\) in (i), the sum condition reads \(3\alpha<2\pi\) and each of the others reads \(\alpha<2\alpha\). These say \(\alpha<2\pi/3\), which is \(120^\circ\), and \(\alpha>0\). The statement leaves the lengths free, whereas a rhombohedral cell also has equal edges; such a cell is the case \(p=q=r\), \(\alpha=\beta=\gamma\) of `standard_cell`.

```lean
/-- Three linearly independent vectors can make the same angle `α` pairwise exactly when
`0 < α < 2π/3`. -/
theorem equal_angles_iff (α : ℝ) :
    (∃ a b c : E3, LinearIndependent ℝ ![a, b, c] ∧
      angle b c = α ∧ angle a c = α ∧ angle a b = α) ↔ 0 < α ∧ α < 2 * π / 3 := by
  rw [cell_angles_iff]
  constructor
  · rintro ⟨h1, h2, -, -⟩
    exact ⟨by linarith, by linarith⟩
  · rintro ⟨h1, h2⟩
    exact ⟨by linarith, by linarith, by linarith, by linarith⟩

end

end TriclinicCellAngles
```

```lean
#print axioms TriclinicCellAngles.cell_angles_iff
-- 'TriclinicCellAngles.cell_angles_iff' depends on axioms: [propext, Classical.choice, Quot.sound]
#print axioms TriclinicCellAngles.equal_angles_iff
-- 'TriclinicCellAngles.equal_angles_iff' depends on axioms: [propext, Classical.choice, Quot.sound]
```
